# The closed form of exp(θ(t − t†)) when t² = 0 and t t† t = t

Cut the series for exp(θT) after its linear term, with T an anti-Hermitian excitation generator, and the result is no longer unitary: a normalised reference state on which T² acts as −1 comes out with squared norm 1 + θ². Higher truncations reduce the error at small θ but still leave a cut-off to choose. For one excitation operator t that satisfies t² = 0 and t t† t = t, no truncation is needed. With T = t − t†,

T³ = −T,

exp(θT) = 1 + sin θ T + (1 − cos θ) T² for every real θ.

In the product form of unitary coupled cluster, where the ansatz is a product of exponentials of such generators, this evaluates one factor, with one excitation and one real amplitude, from T and T² alone.

The letters differ from common coupled-cluster usage: t is an operator and not an amplitude, the amplitude is θ, and T is the anti-Hermitian generator and not the cluster operator.

## Excitations as matrices

Operators are complex square matrices whose rows and columns are labelled by a finite set `n`, so the state space is finite-dimensional. This suits a finite set of fermionic modes.

```lean
import Mathlib

open Matrix

namespace ExcitationGenerator

noncomputable section

variable {n : Type*} [Fintype n] [DecidableEq n]
```

Two relations are required of t:

t² = 0,
t t† t = t.

The first says that the same excitation cannot be made twice in succession. The second says that t is a partial isometry: it preserves the norm of every state orthogonal to its kernel. This fixes the scale of t, so the size of an amplitude belongs in θ; the phase of a complex amplitude can be absorbed in t, since both relations survive multiplication of t by a phase factor. In Lean `ᴴ` is the conjugate transpose, written † here. The name `IsExcitation` differs from textbook usage in both directions. Any matrix with these two properties qualifies, including zero. A spin-summed excitation, which adds the spin-up and spin-down excitations between the same two spatial orbitals, does not qualify: its square moves both electrons and is not zero.

```lean
/-- An excitation operator: a matrix `t` with `t² = 0` and `t t† t = t`. -/
structure IsExcitation (t : Matrix n n ℂ) : Prop where
  sq_zero : t * t = 0
  partial_isometry : t * tᴴ * t = t
```

The generator is the difference of excitation and de-excitation,

T = t − t†.

```lean
/-- The anti-Hermitian generator `T = t - t†`. -/
def generator (t : Matrix n n ℂ) : Matrix n n ℂ := t - tᴴ
```

Its square will involve the operator

P = t t† + t† t.

Under both relations P is the orthogonal projector onto the subspace spanned by the ranges of t and t†, hence the name `activeProj`; both t and t† give zero on every state orthogonal to that subspace. The definition itself accepts any t.

```lean
/-- The operator `t t† + t† t`. -/
def activeProj (t : Matrix n n ℂ) : Matrix n n ℂ := t * tᴴ + tᴴ * t
```

Fermions enter through two modes with annihilation matrices a and b. Their canonical anticommutation relations are

a² = b² = 0,
a a† + a† a = b b† + b† b = 1,
a b + b a = 0,
a b† + b† a = 0.

The remaining mixed relations are adjoints of the last two.

```lean
/-- Two fermionic modes: annihilation matrices `a` and `b` that obey the canonical
anticommutation relations. -/
structure IsCARPair (a b : Matrix n n ℂ) : Prop where
  a_sq : a * a = 0
  b_sq : b * b = 0
  a_car : a * aᴴ + aᴴ * a = 1
  b_car : b * bᴴ + bᴴ * b = 1
  ab : a * b + b * a = 0
  ab_dag : a * bᴴ + bᴴ * a = 0
```

## The square and cube of the generator

Taking the adjoint of t² = 0 gives

(t†)² = (t²)† = 0.

```lean
omit [DecidableEq n] in
/-- If `t² = 0`, then `(t†)² = 0`. -/
theorem dagger_sq {t : Matrix n n ℂ} (ht : t * t = 0) : tᴴ * tᴴ = 0 := by
  rw [← conjTranspose_mul, ht, conjTranspose_zero]
```

Expanding the square of T, the first and last terms vanish:

T² = t² − t t† − t† t + (t†)² = −P.

In the proof, `linear_combination` adds the two vanishing squares, and `noncomm_ring` checks the expansion without commuting any factors.

```lean
omit [DecidableEq n] in
/-- If `t² = 0`, the square of the generator is `-(t t† + t† t)`. -/
theorem generator_sq {t : Matrix n n ℂ} (ht : t * t = 0) :
    generator t * generator t = -activeProj t := by
  have hs := dagger_sq ht
  unfold generator activeProj
  linear_combination (norm := noncomm_ring) ht + hs
```

For the cube, write X = t t† t. Every product containing t² or (t†)² drops out, leaving

T³ = t† t t† − t t† t = X† − X.

If X = t, this is t† − t = −T. Conversely, suppose T³ = −T. Then X† − X = t† − t, so d = X − t is Hermitian. Its square is

d² = X² − X t − t X + t² = 0,

because each term contains t². Hence d†d = 0. The diagonal entries of d†d are the sums of |dᵢⱼ|² over i, one for each column j, so d = 0 and X = t. Given t² = 0, the partial-isometry relation is therefore equivalent to the cubic relation.

In Lean, `hc` is the formula for T³, `hd` the Hermiticity of d, and `hdd` the vanishing of d†d.

```lean
/-- For `t² = 0`, the generator satisfies `T³ = -T` exactly when `t t† t = t`. -/
theorem generator_cube_iff {t : Matrix n n ℂ} (ht : t * t = 0) :
    generator t ^ 3 = -generator t ↔ t * tᴴ * t = t := by
  have hs := dagger_sq ht
  have hc : generator t ^ 3 = tᴴ * t * tᴴ - t * tᴴ * t := by
    unfold generator
    linear_combination (norm := noncomm_ring)
      ht * t - ht * tᴴ + t * hs - tᴴ * ht + hs * t - hs * tᴴ
  have hstar : (t * tᴴ * t)ᴴ = tᴴ * t * tᴴ := by
    simp only [conjTranspose_mul, conjTranspose_conjTranspose, Matrix.mul_assoc]
  rw [hc]
  constructor
  · intro h
    -- the defect d = t t† t - t is Hermitian and squares to zero
    have hd : (t * tᴴ * t - t)ᴴ = t * tᴴ * t - t := by
      rw [conjTranspose_sub, hstar]
      unfold generator at h
      linear_combination (norm := noncomm_ring) h
    have hdd : (t * tᴴ * t - t)ᴴ * (t * tᴴ * t - t) = 0 := by
      rw [hd]
      linear_combination (norm := noncomm_ring)
        t * tᴴ * ht * tᴴ * t - t * tᴴ * ht - ht * tᴴ * t + ht
    open scoped ComplexOrder in
    exact sub_eq_zero.mp (conjTranspose_mul_self_eq_zero.mp hdd)
  · intro h
    rw [← hstar, h, generator, neg_sub]
```

## Summing the exponential series

Each further factor T² reverses the sign of an odd power:

T^(2k+1) = (−1)^k T, for k = 0, 1, 2, …

The induction step is T^(2k+3) = (−1)^k T³ = (−1)^(k+1) T.

```lean
/-- Odd powers of the generator of an excitation operator are `T` up to an alternating sign. -/
theorem generator_pow_odd {t : Matrix n n ℂ} (h : IsExcitation t) (k : ℕ) :
    generator t ^ (2 * k + 1) = (-1 : ℝ) ^ k • generator t := by
  have h3 := (generator_cube_iff h.sq_zero).mpr h.partial_isometry
  induction k with
  | zero => simp
  | succ k ih =>
    calc generator t ^ (2 * (k + 1) + 1)
        = generator t ^ (2 * k + 1) * generator t ^ 2 := by rw [← pow_add]; congr 1
      _ = (-1 : ℝ) ^ k • generator t ^ 3 := by rw [ih, smul_mul_assoc, ← pow_succ']
      _ = (-1 : ℝ) ^ (k + 1) • generator t := by rw [h3, pow_succ]; module
```

Multiplying once more by T gives the positive even powers,

T^(2k+2) = (−1)^k T² = (−1)^(k+1) P.

The zeroth power is 1, which need not equal P, so the even part of the series is a cosine series in P plus the correction 1 − P:

Σₖ (θT)^(2k)/(2k)! = (1 − P) + cos θ P.

The odd part is a sine series:

Σₖ (θT)^(2k+1)/(2k+1)! = sin θ T.

Adding them and using P = −T²,

exp(θT) = 1 + sin θ T − (1 − cos θ) P
        = 1 + sin θ T + (1 − cos θ) T².

The theorem `exp_generator` states that every t satisfying `IsExcitation` has both the cubic relation and this formula, the latter for all real θ. Here `NormedSpace.exp` is the matrix exponential and `•` is multiplication by a scalar. The facts `heven`, `he` and `ho` are the even powers and the two sums above; `HasSum.even_add_odd` joins the sums into the full series.

```lean
/-- For an excitation operator `t` with generator `T = t - t†`, one has `T³ = -T`, and
`exp(θT) = 1 + sin θ T + (1 - cos θ) T²` for every real angle `θ`. -/
theorem exp_generator {t : Matrix n n ℂ} (h : IsExcitation t) :
    generator t ^ 3 = -generator t ∧ ∀ θ : ℝ,
      NormedSpace.exp (θ • generator t) =
        1 + Real.sin θ • generator t + (1 - Real.cos θ) • generator t ^ 2 := by
  refine ⟨(generator_cube_iff h.sq_zero).mpr h.partial_isometry, fun θ => ?_⟩
  have hsq := generator_sq h.sq_zero
  have heven (k : ℕ) :
      generator t ^ (2 * (k + 1)) = (-1 : ℝ) ^ (k + 1) • activeProj t := by
    rw [show 2 * (k + 1) = (2 * k + 1) + 1 by ring, pow_succ, generator_pow_odd h,
      smul_mul_assoc, hsq, pow_succ]
    module
  -- the even part of the exponential series is a cosine series
  have he : HasSum (fun k : ℕ => (((2 * k).factorial : ℝ)⁻¹) • (θ • generator t) ^ (2 * k))
      ((1 - activeProj t) + Real.cos θ • activeProj t) := by
    convert (hasSum_ite_eq (0 : ℕ) (1 - activeProj t)).add
      ((Real.hasSum_cos θ).smul_const (activeProj t)) using 1
    funext k
    rcases k with _ | k
    · simp
    · rw [smul_pow, heven, if_neg (Nat.succ_ne_zero k), zero_add, smul_smul, smul_smul]
      congr 1
      ring
  -- the odd part is a sine series
  have ho : HasSum
      (fun k : ℕ => (((2 * k + 1).factorial : ℝ)⁻¹) • (θ • generator t) ^ (2 * k + 1))
      (Real.sin θ • generator t) := by
    convert (Real.hasSum_sin θ).smul_const (generator t) using 1
    funext k
    rw [smul_pow, generator_pow_odd h, smul_smul, smul_smul]
    congr 1
    ring
  have hsum := HasSum.even_add_odd
    (f := fun m : ℕ => ((m.factorial : ℝ)⁻¹) • (θ • generator t) ^ m) he ho
  refine ((congrFun (NormedSpace.exp_eq_tsum ℝ) _).trans hsum.tsum_eq).trans ?_
  rw [pow_two, hsq]
  module
```

## Rotation of a reference state

Let v be a reference state with t† t v = v, meaning that the excitation can act on it at full strength. Then it cannot be de-excited:

t† v = t† t† t v = 0.

It follows that

T v = t v,
T² v = −t t† v − t† t v = −v.

Inserting these in the closed form,

exp(θT) v = v + sin θ t v − (1 − cos θ) v
          = cos θ v + sin θ t v.

The theorem does not require v to be normalised. If it is, then t v is also normalised and orthogonal to v, and the two populations are cos² θ and sin² θ. The facts `h0`, `h1` and `h2` in the proof are the actions of t†, T and T² on v.

```lean
/-- If `t` is an excitation operator and the reference state `v` satisfies `t† t v = v`, then
`exp(θ(t - t†))` takes `v` to `cos θ v + sin θ t v`. -/
theorem exp_generator_reference {t : Matrix n n ℂ} (h : IsExcitation t) (θ : ℝ)
    {v : n → ℂ} (hv : (tᴴ * t) *ᵥ v = v) :
    NormedSpace.exp (θ • generator t) *ᵥ v = Real.cos θ • v + Real.sin θ • (t *ᵥ v) := by
  -- the reference state cannot be de-excited
  have h0 : tᴴ *ᵥ v = 0 := by
    rw [← hv, mulVec_mulVec, ← Matrix.mul_assoc, dagger_sq h.sq_zero, Matrix.zero_mul,
      zero_mulVec]
  have h1 : generator t *ᵥ v = t *ᵥ v := by
    rw [generator, sub_mulVec, h0, sub_zero]
  have h2 : generator t ^ 2 *ᵥ v = -v := by
    rw [pow_two, generator_sq h.sq_zero, neg_mulVec, activeProj, add_mulVec, hv,
      ← mulVec_mulVec, h0, mulVec_zero, zero_add]
  rw [(exp_generator h).2 θ, add_mulVec, add_mulVec, one_mulVec, smul_mulVec, smul_mulVec,
    h1, h2]
  module
```

A full unitary coupled-cluster ansatz has many excitations, and their generators need not commute. Passing from the exponential of their sum to a product of single exponentials is a separate step, which generally brings a splitting error; the closed form applies to each factor of the product.

## A fermionic single excitation

Take t = a† b, which moves a particle from mode b to mode a. Anticommuting b past a† gives

t² = a† b a† b = −a† a† b b = 0.

For the second relation, t† = b† a. The pair b b† commutes with a a†, so

t t† t = a† b b† a a† b = (a† a a†)(b b† b).

Each bracket reduces within its own mode:

a† a a† = a†(1 − a† a) = a†,
b b† b = (1 − b† b) b = b.

Thus t t† t = a† b = t. Both hypotheses of the exponential formula now follow from the anticommutation relations. The condition on the reference state becomes b† b a a† v = v: mode b is occupied and mode a is empty.

In the proof, `hbx` is the adjoint of the last mixed relation, while `ha` and `hb` are the two reductions. The coefficients in the final `linear_combination` record the exchanges that bring the factors of each mode together.

```lean
/-- For two fermionic modes `a` and `b`, the single excitation `a† b` is an excitation
operator. -/
theorem single_excitation {a b : Matrix n n ℂ} (h : IsCARPair a b) :
    IsExcitation (aᴴ * b) := by
  have hx := dagger_sq h.a_sq
  have hbx : b * aᴴ + aᴴ * b = 0 := by
    have := congrArg conjTranspose h.ab_dag
    simpa only [conjTranspose_add, conjTranspose_mul, conjTranspose_conjTranspose,
      conjTranspose_zero] using this
  have hb : b * bᴴ * b = b := by
    linear_combination (norm := noncomm_ring) h.b_car * b - bᴴ * h.b_sq
  have ha : aᴴ * a * aᴴ = aᴴ := by
    linear_combination (norm := noncomm_ring) aᴴ * h.a_car - hx * a
  constructor
  · linear_combination (norm := noncomm_ring) aᴴ * hbx * b - hx * b * b
  · rw [conjTranspose_mul, conjTranspose_conjTranspose]
    -- bring the factors of each mode together
    linear_combination (norm := noncomm_ring)
      aᴴ * b * h.ab_dag * aᴴ * b - aᴴ * h.ab * bᴴ * aᴴ * b + aᴴ * a * b * bᴴ * hbx
        - aᴴ * a * hb * aᴴ - aᴴ * a * hbx + ha * b
```

## Two modes in the Jordan-Wigner encoding

Order the occupation states |n_a n_b⟩ as |00⟩, |01⟩, |10⟩, |11⟩, numbered from 0 to 3. The first annihilation matrix acts as

a|10⟩ = |00⟩,
a|11⟩ = |01⟩,

and gives zero on the other two states.

```lean
/-- The Jordan-Wigner matrix of the first of two modes. -/
def jwA : Matrix (Fin 4) (Fin 4) ℂ :=
  !![0, 0, 1, 0; 0, 0, 0, 1; 0, 0, 0, 0; 0, 0, 0, 0]
```

The second carries a sign when the first mode is occupied:

b|01⟩ = |00⟩,
b|11⟩ = −|10⟩.

It too gives zero on the other states. The minus sign is the Jordan-Wigner string, and it makes the two modes anticommute.

```lean
/-- The Jordan-Wigner matrix of the second of two modes, with its sign string. -/
def jwB : Matrix (Fin 4) (Fin 4) ℂ :=
  !![0, 1, 0, 0; 0, 0, 0, 0; 0, 0, 0, -1; 0, 0, 0, 0]
```

The single excitation acts on |01⟩ as

a† b|01⟩ = a†|00⟩ = |10⟩.

It annihilates |00⟩ and |10⟩, where mode b is empty, and also |11⟩, where mode a is already filled. Its matrix therefore has a single nonzero entry, a 1 in row 2 and column 1. With |01⟩ as the reference, the rotation is

exp(θT)|01⟩ = cos θ |01⟩ + sin θ |10⟩.

The last theorem checks the six anticommutation relations and the matrix of a† b. It first writes out the two creation matrices, `hA` and `hB`, then compares both sides of each identity entry by entry. The relations assumed for two modes thus have a concrete realisation with a nonzero excitation.

```lean
/-- The two Jordan-Wigner matrices obey the canonical anticommutation relations, and their
single excitation `a† b` has one nonzero entry, equal to 1. -/
theorem isCARPair_witness : IsCARPair jwA jwB ∧
    jwAᴴ * jwB = !![0, 0, 0, 0; 0, 0, 0, 0; 0, 1, 0, 0; 0, 0, 0, 0] := by
  -- the creation matrices, written out
  have hA : jwAᴴ = !![0, 0, 0, 0; 0, 0, 0, 0; 1, 0, 0, 0; 0, 1, 0, 0] := by
    ext i j
    fin_cases i <;> fin_cases j <;> simp [jwA, conjTranspose_apply]
  have hB : jwBᴴ = !![0, 0, 0, 0; 1, 0, 0, 0; 0, 0, 0, 0; 0, 0, -1, 0] := by
    ext i j
    fin_cases i <;> fin_cases j <;> simp [jwB, conjTranspose_apply]
  refine ⟨⟨?_, ?_, ?_, ?_, ?_, ?_⟩, ?_⟩ <;> simp only [↓hA, ↓hB, jwA, jwB] <;>
    ext i j <;> fin_cases i <;> fin_cases j <;>
    simp [Matrix.mul_apply, Fin.sum_univ_succ]

end

end ExcitationGenerator
```

```lean
#print axioms ExcitationGenerator.exp_generator_reference
#print axioms ExcitationGenerator.single_excitation
```

```
'ExcitationGenerator.exp_generator_reference' depends on axioms: [propext, Classical.choice, Quot.sound]
'ExcitationGenerator.single_excitation' depends on axioms: [propext, Classical.choice, Quot.sound]
```
